# The second-order Shanks transform of (1/2)ⁿ + (−1/2)ⁿ + (1/4)ⁿ at n = 0 is 2/73

The failing declaration concerns a sequence with constant term 0 and three decaying transients, uₙ = (1/2)ⁿ + (−1/2)ⁿ + (1/4)ⁿ, in exact rational arithmetic. It states that the second-order Shanks transform, evaluated at step 0, equals 2/73. That transform is the 3 by 3 Hankel determinant of the sequence divided by the 2 by 2 Hankel determinant of its second differences. The attempt writes out both matrices with `shanks_two`, expands their determinants, and asks a single `norm_num` call to unfold the definitions, read off the entries and finish the arithmetic.

The failing Lean file:

```lean
import Mathlib

open Matrix

namespace ShanksTransform

noncomputable section

variable {K : Type*} [Field K]

/-- The `k` by `k` Hankel determinant of the sequence `u`, starting at index `n`. -/
def hankelDet (k : ℕ) (u : ℕ → K) (n : ℕ) : K :=
  (Matrix.of fun i j : Fin k => u (n + (i : ℕ) + (j : ℕ))).det

/-- The second forward difference of a sequence. -/
def secondDiff (u : ℕ → K) (n : ℕ) : K := u (n + 2) - 2 * u (n + 1) + u n

/-- The Shanks transform of order `k`: a Hankel determinant of the sequence divided by the
Hankel determinant, one size smaller, of its second differences. -/
def shanks (k : ℕ) (u : ℕ → K) (n : ℕ) : K :=
  hankelDet (k + 1) u n / hankelDet k (secondDiff u) n

/-- A constant `s` plus `k` geometric transients with amplitudes `a i` and ratios `p i`. -/
def transientSum {k : ℕ} (s : K) (a p : Fin k → K) (n : ℕ) : K :=
  s + ∑ i, a i * p i ^ n

/-- The second Shanks transform written out with its 3 by 3 and 2 by 2 matrices. -/
theorem shanks_two (f : ℕ → K) (n : ℕ) :
    shanks 2 f n =
      (!![f n, f (n + 1), f (n + 2);
          f (n + 1), f (n + 2), f (n + 3);
          f (n + 2), f (n + 3), f (n + 4)]).det /
      (!![secondDiff f n, secondDiff f (n + 1);
          secondDiff f (n + 1), secondDiff f (n + 2)]).det := by
  have h3 : hankelDet 3 f n = (!![f n, f (n + 1), f (n + 2);
      f (n + 1), f (n + 2), f (n + 3); f (n + 2), f (n + 3), f (n + 4)]).det := by
    unfold hankelDet
    refine congrArg Matrix.det ?_
    ext i j
    fin_cases i <;> fin_cases j <;> rfl
  have h2 : hankelDet 2 (secondDiff f) n = (!![secondDiff f n, secondDiff f (n + 1);
      secondDiff f (n + 1), secondDiff f (n + 2)]).det := by
    unfold hankelDet
    refine congrArg Matrix.det ?_
    ext i j
    fin_cases i <;> fin_cases j <;> rfl
  exact congrArg₂ (· / ·) h3 h2

/-- With constant term 0 and three transients of unit amplitude and ratios 1/2, -1/2 and 1/4,
the second Shanks transform at step 0 gives 2/73. -/
theorem second_shanks_three_transients :
    shanks 2 (transientSum (0 : ℚ) ![1, 1, 1] ![1 / 2, -1 / 2, 1 / 4]) 0 = 2 / 73 := by
  rw [shanks_two, Matrix.det_fin_three, Matrix.det_fin_two]
  norm_num [secondDiff, transientSum, Fin.sum_univ_succ]

end

end ShanksTransform
```

The error:

```
Main.lean:52:85: error: unsolved goals
⊢ (27 / 16 *
                  vecCons (![3, 1 / 4, 9 / 16] 2)
                    (fun i => vecCons (![1 / 4, 9 / 16, 1 / 64] 2) (fun i => ![9 / 16, 1 / 64, 33 / 256] 2) i) 2 -
                3 * ![1 / 4, 9 / 16, 1 / 64] 2 * vecCons (1 / 4) (fun i => vecCons (9 / 16) (fun i => 1 / 64) i) 2 -
              1 / 16 *
                vecCons (![3, 1 / 4, 9 / 16] 2)
                  (fun i => vecCons (![1 / 4, 9 / 16, 1 / 64] 2) (fun i => ![9 / 16, 1 / 64, 33 / 256] 2) i) 2 +
            1 / 4 * ![1 / 4, 9 / 16, 1 / 64] 2 * vecCons 3 (fun i => vecCons (1 / 4) (fun i => 9 / 16) i) 2 +
          ![3, 1 / 4, 9 / 16] 2 * (1 / 4) * vecCons (1 / 4) (fun i => vecCons (9 / 16) (fun i => 1 / 64) i) 2 -
        ![3, 1 / 4, 9 / 16] 2 * (9 / 16) * vecCons 3 (fun i => vecCons (1 / 4) (fun i => 9 / 16) i) 2) /
      (657 / 512) =
    2 / 73
```

The mended proof, as a diff:

```diff
@@ -52,5 +52,7 @@
     shanks 2 (transientSum (0 : ℚ) ![1, 1, 1] ![1 / 2, -1 / 2, 1 / 4]) 0 = 2 / 73 := by
   rw [shanks_two, Matrix.det_fin_three, Matrix.det_fin_two]
-  norm_num [secondDiff, transientSum, Fin.sum_univ_succ]
+  -- read off the matrix entries, then evaluate the rational numbers
+  simp [secondDiff, transientSum, Fin.sum_univ_succ]
+  norm_num
 
 end
```

Diagnosis. The message `unsolved goals` means that `norm_num` simplified the equation but did not close it. The denominator has been reduced to `657 / 512`, but the numerator still contains unread entries such as `![3, 1 / 4, 9 / 16] 2`, all of them involving index 2.

Entries at indices 0 and 1 are read by ordinary simp lemmas, which `norm_num` uses. Reading an entry at the literal index `2` is the work of the simplification procedure `Matrix.cons_val`, which `simp` runs by default and `norm_num` does not. The 2 by 2 determinant needs only indices 0 and 1, so it was unaffected.

The repair gives the same definitions and sum lemma to `simp`, which can read the remaining entries. The following `norm_num` then has only rational arithmetic to finish. The added comment merely describes these two steps and has no effect on the proof.
